# Eigenvalues $e^{\pm i\arccos x}$ of the qubitisation walk operator

## Question

To get an energy from a block-encoded Hamiltonian $H$, I run phase estimation on a walk operator, read a phase $\pm\theta$ and report $E=\lambda\cos\theta$, where $\lambda>0$ is the encoding's scale. The claim behind this step is as follows. Let $U$ be Hermitian and unitary, $P$ an orthogonal projector, $W=(2P-1)U$, and $v\neq0$ a vector with $Pv=v$ and $PUv=xv$ for a real $x$ with $|x|<1$. Then $W^2v=2xWv-v$, and both $e^{i\arccos x}$ and $e^{-i\arccos x}$ are eigenvalues of $W$. Can this be stated and proved in Lean 4 with Mathlib?

## Answer

### Modelling choices

Operators are complex matrices `Matrix n n ℂ` over a finite index type `n` for the whole register, ancilla included. Vectors are `n → ℂ` and `*ᵥ` is the matrix–vector product. The hypotheses `hH`, `hU` say $U^\dagger=U$ and that $U$ is unitary; `hP`, `hPP` say $P^\dagger=P$ and $P^2=P$. The conditions on $v$ and $x$ are `hv0`, `hv`, `hx`, `hx1`, and $v$ need not be normalised. `walk P U` is $(2P-1)U$, with $U$ acting first; `phase θ` is $e^{i\theta}$; `shifted W v ν` is $Wv-\nu v$ for complex $\nu$; `star a ⬝ᵥ b` is $a^\dagger b$.

Here let $H$ denote the encoded Hamiltonian written as an operator on the whole register, equal to zero on the orthogonal complement of the range of $P$. If $PUP=H/\lambda$ and $v$ lies in the range of $P$ with $Hv=Ev$, then $PUv=(E/\lambda)v$, so for an exact encoding on a finite register and an exact eigenvector the eigenphases give $E=\lambda\cos\theta$. The relation $PUv=xv$ is assumed: no Hamiltonian, circuit or measurement appears, and one eigenvector is treated, not the decomposition of the whole register into invariant blocks.

### Derivation by hand

Put $\theta=\arccos x$. Since $U^\dagger=U$, unitarity gives $U^2=1$. The operator $2P-1$ is Hermitian with $(2P-1)^2=4P^2-4P+1=1$, hence unitary, and so is the product $W$.

For any vector $w$, $Ww=2PUw-Uw$. Taking $w=v$ and $w=Uv$,
$$Wv=2xv-Uv,\qquad WUv=2Pv-v=v .$$
Applying $W$ to the first equation gives $W^2v=2xWv-v$, and applying $P$ gives $PWv=2xv-xv=xv$.

Let complex $\mu,\nu$ satisfy $\mu+\nu=2x$ and $\mu\nu=1$. Then
$$W(Wv-\nu v)=(2x-\nu)Wv-v=\mu Wv-\mu\nu v=\mu(Wv-\nu v),$$
and $P(Wv-\nu v)=(x-\nu)v$ is nonzero when $\nu\neq x$. The numbers $e^{\pm i\theta}$ have sum $2\cos\theta=2x$, product $1$ and imaginary parts $\pm\sin\theta=\pm\sqrt{1-x^2}\neq0$, so neither equals the real number $x$. Therefore $a=Wv-e^{-i\theta}v$ and $b=Wv-e^{i\theta}v$ are nonzero, with $Wa=e^{i\theta}a$ and $Wb=e^{-i\theta}b$.

For the overlap $c=a^\dagger b$, unitarity gives $c=(Wa)^\dagger(Wb)=e^{-2i\theta}c$. Multiplying by $e^{i\theta}/2$ yields $\tfrac12(e^{-i\theta}-e^{i\theta})c=(e^{-i\theta}-x)c=0$, so $c=0$.

Finally, applying $PW^m$ to the recurrence, for $m=0,1,2,\dots$, gives $PW^{m+2}v=2xPW^{m+1}v-PW^mv$, with starting values $v$ and $xv$. The Chebyshev polynomials of the first kind obey $T_0=1$, $T_1=x$, $T_{m+2}=2xT_{m+1}-T_m$, so $PW^kv=T_k(x)v$ for every natural number $k$.

### The file

```lean
import Mathlib

open Matrix Complex

namespace QubitisationWalk

noncomputable section

variable {n : Type*} [Fintype n] [DecidableEq n]

/-- The qubitisation walk operator `W = (2P - 1) U`. -/
def walk (P U : Matrix n n ℂ) : Matrix n n ℂ := (2 * P - 1) * U

/-- The phase factor `exp(iθ)`. -/
def phase (θ : ℝ) : ℂ := Complex.exp (θ * I)

/-- The vector `W v - ν v`. -/
def shifted (W : Matrix n n ℂ) (v : n → ℂ) (ν : ℂ) : n → ℂ := W *ᵥ v - ν • v

/-- A Hermitian unitary operator squares to the identity. -/
theorem mul_self_eq_one_of_hermitian_unitary {U : Matrix n n ℂ} (hH : U.IsHermitian)
    (hU : U ∈ unitaryGroup n ℂ) : U * U = 1 := by
  have h := mem_unitaryGroup_iff.mp hU
  rwa [star_eq_conjTranspose, hH.eq] at h

/-- For unitary `U` and an orthogonal projector `P`, the walk operator is unitary. -/
theorem walk_mem_unitary {P U : Matrix n n ℂ} (hU : U ∈ unitaryGroup n ℂ)
    (hP : P.IsHermitian) (hPP : P * P = P) : walk P U ∈ unitaryGroup n ℂ := by
  -- `2P - 1` is a Hermitian involution
  have hR : star (2 * P - 1) = 2 * P - 1 := by
    rw [two_mul, star_sub, star_add, star_one, star_eq_conjTranspose, hP.eq]
  have hR2 : (2 * P - 1) * (2 * P - 1) = 1 := by
    rw [two_mul]
    calc (P + P - 1) * (P + P - 1)
        = (P * P + P * P + P * P + P * P) - (P + P + P + P) + 1 := by noncomm_ring
      _ = 1 := by rw [hPP]; abel
  have hmem : (2 * P - 1) ∈ unitaryGroup n ℂ := by
    rw [mem_unitaryGroup_iff, hR, hR2]
  exact mul_mem hmem hU

/-- The walk operator acts on a vector as `W w = 2 P U w - U w`. -/
theorem walk_mulVec (P U : Matrix n n ℂ) (w : n → ℂ) :
    walk P U *ᵥ w = (2 : ℂ) • (P *ᵥ (U *ᵥ w)) - U *ᵥ w := by
  rw [walk, ← mulVec_mulVec, two_mul, sub_mulVec, add_mulVec, one_mulVec, two_smul]

/-- If `U² = 1`, `P v = v` and `P U v = x v`, then `W² v = 2x W v - v`. -/
theorem walk_sq_mulVec {P U : Matrix n n ℂ} {v : n → ℂ} {x : ℂ} (hUU : U * U = 1)
    (hv : P *ᵥ v = v) (hx : P *ᵥ (U *ᵥ v) = x • v) :
    (walk P U ^ 2) *ᵥ v = (2 * x) • (walk P U *ᵥ v) - v := by
  have h1 : walk P U *ᵥ v = (2 * x) • v - U *ᵥ v := by
    rw [walk_mulVec, hx]; module
  have hUv : U *ᵥ (U *ᵥ v) = v := by rw [mulVec_mulVec, hUU, one_mulVec]
  -- `W U v = (2P - 1) v = v`
  have h2 : walk P U *ᵥ (U *ᵥ v) = v := by
    rw [walk_mulVec, hUv, hv]; module
  rw [pow_two, ← mulVec_mulVec]
  calc walk P U *ᵥ (walk P U *ᵥ v) = walk P U *ᵥ ((2 * x) • v - U *ᵥ v) := congrArg _ h1
    _ = (2 * x) • (walk P U *ᵥ v) - v := by rw [mulVec_sub, mulVec_smul, h2]

/-- If `P v = v` and `P U v = x v`, then also `P W v = x v`. -/
theorem proj_walk_mulVec {P U : Matrix n n ℂ} {v : n → ℂ} {x : ℂ}
    (hv : P *ᵥ v = v) (hx : P *ᵥ (U *ᵥ v) = x • v) :
    P *ᵥ (walk P U *ᵥ v) = x • v := by
  rw [walk_mulVec, hx, mulVec_sub, mulVec_smul, mulVec_smul, hv, hx]
  module

/-- If `U² = 1`, `v ≠ 0`, `P v = v`, `P U v = x v`, and `μ + ν = 2x`, `μ ν = 1`, `ν ≠ x`, then
`W v - ν v` is a nonzero eigenvector of the walk operator with eigenvalue `μ`. -/
theorem shifted_eigenvector {P U : Matrix n n ℂ} {v : n → ℂ} {x μ ν : ℂ} (hUU : U * U = 1)
    (hv0 : v ≠ 0) (hv : P *ᵥ v = v) (hx : P *ᵥ (U *ᵥ v) = x • v)
    (hs : μ + ν = 2 * x) (hp : μ * ν = 1) (hν : ν ≠ x) :
    shifted (walk P U) v ν ≠ 0 ∧
      walk P U *ᵥ shifted (walk P U) v ν = μ • shifted (walk P U) v ν := by
  constructor
  · -- applying `P` to `W v - ν v` gives `(x - ν) v`
    intro h0
    have h : P *ᵥ shifted (walk P U) v ν = (x - ν) • v := by
      rw [shifted, mulVec_sub, mulVec_smul, proj_walk_mulVec hv hx, hv, sub_smul]
    rw [h0, mulVec_zero] at h
    rcases smul_eq_zero.mp h.symm with h' | h'
    · exact hν (sub_eq_zero.mp h').symm
    · exact hv0 h'
  · have h2 := walk_sq_mulVec hUU hv hx
    rw [pow_two, ← mulVec_mulVec, ← hs] at h2
    rw [shifted, mulVec_sub, mulVec_smul, h2, smul_sub, smul_smul, hp]
    module

/-- If `U² = 1`, `P v = v` and `P U v = x v`, then `P Wᵏ v = T_k(x) v` with `T_k` the Chebyshev
polynomial of the first kind. -/
theorem proj_walk_pow_mulVec {P U : Matrix n n ℂ} {v : n → ℂ} {x : ℂ} (hUU : U * U = 1)
    (hv : P *ᵥ v = v) (hx : P *ᵥ (U *ᵥ v) = x • v) (k : ℕ) :
    P *ᵥ ((walk P U ^ k) *ᵥ v) = (Polynomial.Chebyshev.T ℂ (k : ℤ)).eval x • v := by
  have key : ∀ m : ℕ,
      P *ᵥ ((walk P U ^ m) *ᵥ v) = (Polynomial.Chebyshev.T ℂ (m : ℤ)).eval x • v ∧
      P *ᵥ ((walk P U ^ (m + 1)) *ᵥ v)
        = (Polynomial.Chebyshev.T ℂ ((m : ℤ) + 1)).eval x • v := by
    intro m
    induction m with
    | zero =>
      constructor
      · simp [hv]
      · simp [proj_walk_mulVec hv hx]
    | succ m ih =>
      have e1 : ((m + 1 : ℕ) : ℤ) = (m : ℤ) + 1 := Nat.cast_succ m
      have e2 : (m : ℤ) + 1 + 1 = (m : ℤ) + 2 := by ring
      rw [e1, e2]
      refine ⟨ih.2, ?_⟩
      -- the three-term recurrence of the walk matches that of `T_k`
      have hr : (walk P U ^ (m + 1 + 1)) *ᵥ v
          = (2 * x) • ((walk P U ^ (m + 1)) *ᵥ v) - (walk P U ^ m) *ᵥ v := by
        have e3 : walk P U ^ (m + 1 + 1) = walk P U ^ m * walk P U ^ 2 := by
          rw [← pow_add]
        rw [e3, ← mulVec_mulVec, walk_sq_mulVec hUU hv hx, mulVec_sub, mulVec_smul,
          mulVec_mulVec, ← pow_succ]
      rw [hr, mulVec_sub, mulVec_smul, ih.1, ih.2, Polynomial.Chebyshev.T_add_two]
      simp only [Polynomial.eval_sub, Polynomial.eval_mul, Polynomial.eval_X,
        Polynomial.eval_ofNat]
      module
  exact (key k).1

/-- For Hermitian unitary `U`, orthogonal projector `P` and `v ≠ 0` with `P v = v`, `P U v = x v`,
`|x| < 1`: `W` is unitary, `W² v = 2x W v - v`, and `W v - exp(∓i arccos x) v` are nonzero,
mutually orthogonal eigenvectors of `W` with eigenvalues `exp(±i arccos x)`. -/
theorem qubitisation {P U : Matrix n n ℂ} {v : n → ℂ} {x : ℝ}
    (hH : U.IsHermitian) (hU : U ∈ unitaryGroup n ℂ) (hP : P.IsHermitian) (hPP : P * P = P)
    (hv0 : v ≠ 0) (hv : P *ᵥ v = v) (hx : P *ᵥ (U *ᵥ v) = (x : ℂ) • v) (hx1 : |x| < 1) :
    let W := walk P U
    let a := shifted W v (phase (-Real.arccos x))
    let b := shifted W v (phase (Real.arccos x))
    W ∈ unitaryGroup n ℂ ∧ (W ^ 2) *ᵥ v = (2 * (x : ℂ)) • (W *ᵥ v) - v ∧
      (a ≠ 0 ∧ W *ᵥ a = phase (Real.arccos x) • a) ∧
      (b ≠ 0 ∧ W *ᵥ b = phase (-Real.arccos x) • b) ∧ star a ⬝ᵥ b = 0 := by
  intro W a b
  have hUU := mul_self_eq_one_of_hermitian_unitary hH hU
  have hW : W ∈ unitaryGroup n ℂ := walk_mem_unitary hU hP hPP
  obtain ⟨hl, hr⟩ := abs_lt.mp hx1
  have hre : ∀ θ, (phase θ).re = Real.cos θ := Complex.exp_ofReal_mul_I_re
  have him : ∀ θ, (phase θ).im = Real.sin θ := Complex.exp_ofReal_mul_I_im
  have hc : Real.cos (Real.arccos x) = x := Real.cos_arccos hl.le hr.le
  have hsin : 0 < Real.sin (Real.arccos x) := by
    rw [Real.sin_arccos]
    exact Real.sqrt_pos.mpr (by nlinarith)
  -- the two phases are the non-real roots of `t² - 2xt + 1`
  have hs : phase (Real.arccos x) + phase (-Real.arccos x) = 2 * (x : ℂ) := by
    apply Complex.ext
    · simp [hre, hc, two_mul]
    · simp [him]
  have hp : phase (Real.arccos x) * phase (-Real.arccos x) = 1 := by
    rw [phase, phase, ← Complex.exp_add]; simp
  have hne : phase (Real.arccos x) ≠ x := by
    intro h
    have h' := congrArg Complex.im h
    rw [him, ofReal_im] at h'
    exact hsin.ne' h'
  have hne' : phase (-Real.arccos x) ≠ x := fun h => hne (by linear_combination hs - h)
  have hst : star (phase (Real.arccos x)) = phase (-Real.arccos x) := by
    apply Complex.ext
    · simp [hre]
    · simp [him]
  have ha : a ≠ 0 ∧ W *ᵥ a = phase (Real.arccos x) • a :=
    shifted_eigenvector hUU hv0 hv hx hs hp hne'
  have hb : b ≠ 0 ∧ W *ᵥ b = phase (-Real.arccos x) • b :=
    shifted_eigenvector hUU hv0 hv hx (by rw [add_comm, hs]) (by rw [mul_comm, hp]) hne
  refine ⟨hW, walk_sq_mulVec hUU hv hx, ha, hb, ?_⟩
  -- unitarity preserves the overlap, which also acquires the factor `exp(-2iθ) ≠ 1`
  have hWW : Wᴴ * W = 1 := mem_unitaryGroup_iff'.mp hW
  have h : star (W *ᵥ a) ⬝ᵥ (W *ᵥ b) = star a ⬝ᵥ b := by
    rw [star_mulVec, dotProduct_mulVec, vecMul_vecMul, hWW, vecMul_one]
  rw [ha.2, hb.2, star_smul, hst, smul_dotProduct, dotProduct_smul, smul_eq_mul,
    smul_eq_mul] at h
  have h0 : (phase (-Real.arccos x) - x) * (star a ⬝ᵥ b) = 0 := by
    linear_combination (phase (Real.arccos x) / 2) * h
      - (phase (-Real.arccos x) * (star a ⬝ᵥ b) / 2) * hp + ((star a ⬝ᵥ b) / 2) * hs
  exact (mul_eq_zero.mp h0).resolve_left (sub_ne_zero.mpr hne')

/-- The one-qubit matrix with entries `x`, `√(1 - x²)`, `√(1 - x²)`, `-x` (a reflection when `|x| ≤ 1`). -/
def signalReflection (x : ℝ) : Matrix (Fin 2) (Fin 2) ℂ :=
  !![(x : ℂ), (Real.sqrt (1 - x ^ 2) : ℝ); (Real.sqrt (1 - x ^ 2) : ℝ), -(x : ℂ)]

/-- The projector onto the first basis state of a qubit. -/
def proj0 : Matrix (Fin 2) (Fin 2) ℂ := !![1, 0; 0, 0]

/-- For `|x| < 1` the one-qubit reflection is Hermitian and unitary, `proj0` is an orthogonal
projector, and the first basis vector `v` is nonzero with `P v = v` and `P U v = x v`. -/
theorem qubitisation_witness {x : ℝ} (hx1 : |x| < 1) :
    (signalReflection x).IsHermitian ∧ signalReflection x ∈ unitaryGroup (Fin 2) ℂ ∧
      proj0.IsHermitian ∧ proj0 * proj0 = proj0 ∧ (![1, 0] : Fin 2 → ℂ) ≠ 0 ∧
      proj0 *ᵥ ![1, 0] = ![1, 0] ∧
      proj0 *ᵥ (signalReflection x *ᵥ ![1, 0]) = (x : ℂ) • ![1, 0] := by
  obtain ⟨hl, hr⟩ := abs_lt.mp hx1
  have hs0 : Real.sqrt (1 - x ^ 2) * Real.sqrt (1 - x ^ 2) = 1 - x ^ 2 :=
    Real.mul_self_sqrt (by nlinarith)
  unfold signalReflection
  generalize Real.sqrt (1 - x ^ 2) = s at hs0 ⊢
  have hs : (s : ℂ) * s = 1 - (x : ℂ) ^ 2 := by exact_mod_cast hs0
  have hH : (!![(x : ℂ), (s : ℂ); (s : ℂ), -(x : ℂ)]).IsHermitian := by
    ext i j
    fin_cases i <;> fin_cases j <;> simp [conjTranspose_apply]
  refine ⟨hH, ?_, ?_, ?_, ?_, ?_, ?_⟩
  · rw [mem_unitaryGroup_iff, star_eq_conjTranspose, hH.eq]
    ext i j
    fin_cases i <;> fin_cases j <;> simp [Matrix.mul_apply, Fin.sum_univ_two] <;>
      first | linear_combination hs | ring
  · ext i j
    fin_cases i <;> fin_cases j <;> simp [proj0, conjTranspose_apply]
  · ext i j
    fin_cases i <;> fin_cases j <;> simp [proj0, Matrix.mul_apply, Fin.sum_univ_two]
  · intro h
    simpa using congrFun h 0
  · ext i
    fin_cases i <;> simp [proj0, Matrix.mulVec, dotProduct, Fin.sum_univ_two]
  · ext i
    fin_cases i <;> simp [proj0, Matrix.mulVec, dotProduct, Fin.sum_univ_two]

end

end QubitisationWalk
```

```lean
#print axioms QubitisationWalk.shifted_eigenvector
#print axioms QubitisationWalk.proj_walk_pow_mulVec
#print axioms QubitisationWalk.qubitisation
```

```
'QubitisationWalk.shifted_eigenvector' depends on axioms: [propext, Classical.choice, Quot.sound]
'QubitisationWalk.proj_walk_pow_mulVec' depends on axioms: [propext, Classical.choice, Quot.sound]
'QubitisationWalk.qubitisation' depends on axioms: [propext, Classical.choice, Quot.sound]
```

### Statement and proof

The theorem `qubitisation` concludes that $W$ is unitary, that the recurrence holds, that $a$ and $b$ are nonzero eigenvectors for $e^{i\theta}$ and $e^{-i\theta}$, and that $a^\dagger b=0$.

`mul_self_eq_one_of_hermitian_unitary` and `walk_mem_unitary` are the first paragraph of the derivation, with `hR2` expanding $(2P-1)^2$. `walk_mulVec` is the formula for $Ww$. In `walk_sq_mulVec`, `h1` and `h2` are the two displayed equations and the `calc` applies $W$; it allows complex $x$ and asks of $U$ only $U^2=1$. `proj_walk_mulVec` is $PWv=xv$, and `shifted_eigenvector` is the $\mu,\nu$ step, with nonvanishing obtained by projecting. `proj_walk_pow_mulVec` inducts on the pair of statements for $m$ and $m+1$, under the same assumptions as the recurrence. In the main proof `hs`, `hp` give the sum and product, `hsin` gives `hne` and `hne'`, `h` is the preserved overlap, and `h0` is $(e^{-i\theta}-x)c=0$. The projector hypotheses enter only through the unitarity of $W$, and thereby the orthogonality.

`qubitisation_witness` checks every hypothesis on one qubit for each $|x|<1$, with $U=\begin{pmatrix}x&s\\ s&-x\end{pmatrix}$, $s=\sqrt{1-x^2}$, $P=\mathrm{diag}(1,0)$ and $v=(1,0)$.

### Remarks

The remarks below are worked on paper and were not put through Lean.

For the qubit model with $x=3/5$, $s=4/5$, the walk is $W=\tfrac15\begin{pmatrix}3&4\\-4&3\end{pmatrix}$. Then $Wv=(3/5,-4/5)$ and $W^2v=(-7/25,-24/25)=\tfrac65Wv-v$, whose first entry is $T_2(3/5)=18/25-1$. With $e^{i\theta}=(3+4i)/5$ one finds $a=\tfrac45(i,-1)$ and $b=\tfrac45(-i,-1)$, the normalised eigenvectors being $(i,-1)/\sqrt2$ and $(-i,-1)/\sqrt2$. In general $v^\dagger Wv=x\|v\|^2$ gives $\|a\|^2=\|b\|^2=2(1-x^2)\|v\|^2$, which is $32/25$ here.

Dimension two is the smallest possible, since $a$ and $b$ are nonzero and orthogonal. At the excluded values $x=\pm1$, the conditions $PUv=\pm v$ and $\|Uv\|=\|v\|$ force $Uv=\pm v$; then $Wv=\pm v$, both $a$ and $b$ vanish, and $v$ is itself an eigenvector.

One could instead keep a separate system space with an isometry $V$ into the register, and assume $V^\dagger UV=H/\lambda$ and $H\psi=E\psi$ for a nonzero system vector $\psi$. With $P=VV^\dagger$, $v=V\psi$ and $x=E/\lambda$, the properties of $P$ and $v$ would become lemmas and the energy would appear in the statement, at the cost of rectangular matrices and a second index type.
